# The Liouvillian of a Finite Hermitian Hamiltonian Has the Energy Differences as Its Eigenvalues

To list the frequencies at which the density matrix of a small closed system can oscillate, one diagonalises the $N\times N$ Hamiltonian and subtracts its eigenvalues in pairs. The $N^2\times N^2$ matrix that generates the motion of the flattened density matrix need not be diagonalised at all. This shortcut requires that the large matrix has every energy difference as an eigenvalue, and that it has no others. Both hold for a Hermitian, time-independent Hamiltonian on a finite-dimensional space.

Let $H$ be such a Hamiltonian, written as a matrix in an orthonormal basis. For a square matrix $X$ of the same size, let $\mathrm{vec}(X)$ be the vector whose entry at the pair $(i,j)$ is $X_{ij}$; this is row-major flattening. Write $H^T$ for the transpose of $H$, and define the Liouvillian

$$L = H\otimes 1 - 1\otimes H^T .$$

The claim is that a complex number $\mu$ is an eigenvalue of $L$ exactly when $\mu = a-b$ for some eigenvalues $a,b$ of $H$. With $\hbar=1$, so that energies are measured as angular frequencies, these differences are the Bohr frequencies.

## From the commutator to the energy differences

**The Kronecker product acts from both sides.** For square matrices $A$, $B$ and $X$,

$$\big[(A\otimes B)\,\mathrm{vec}(X)\big]_{(i,j)} = \sum_{k,l} A_{ik}B_{jl}X_{kl} = \sum_l\Big(\sum_k A_{ik}X_{kl}\Big)(B^T)_{lj} = (AXB^T)_{ij}.$$

Taking $A=H$, $B=1$ gives $\mathrm{vec}(HX)$. Taking $A=1$, $B=H^T$ gives $\mathrm{vec}(XH)$, because the two transposes cancel. Subtracting,

$$L\,\mathrm{vec}(X)=\mathrm{vec}(HX-XH).$$

Hermiticity has not been used so far.

**Every energy difference occurs.** Let $Hu=au$ and $Hv=bv$ with $a,b$ real, and take $X=uv^\dagger$, whose entries are $u_i\overline{v_j}$. Then $\mathrm{vec}(X)=u\otimes\overline v$. Since $H^\dagger=H$ and $b$ is real,

$$v^\dagger H=(Hv)^\dagger=(bv)^\dagger=b\,v^\dagger ,$$

and therefore

$$HX-XH=(Hu)v^\dagger-u(v^\dagger H)=(a-b)\,uv^\dagger .$$

So $u\otimes\overline v$ satisfies the eigenvalue equation of $L$ with the value $a-b$. If $u$ and $v$ are nonzero, choose $i,j$ with $u_i\neq0$ and $v_j\neq0$; the entry $u_i\overline{v_j}$ is then nonzero, and $u\otimes\overline v$ is a genuine eigenvector.

**Nothing else occurs.** Let $Lw=\mu w$ with $w\neq0$. Reshape $w$ into the matrix $X_{ij}=w_{(i,j)}$, so that $X\neq0$ and $HX-XH=\mu X$. If $Hv=bv$, then

$$H(Xv)=(\mu X+XH)v=(\mu+b)\,Xv .$$

Thus $X$ carries a vector of energy $b$ to a vector of energy $\mu+b$, or to zero. It cannot send every eigenvector of $H$ to zero: the eigenvectors span the space, and $X$ would vanish. Pick an eigenvector $v$ with $u=Xv\neq0$. Then $Hu=cu$ with $c=\mu+b$. Evaluating $u^\dagger Hu$ with $H$ acting to the right gives $c\,u^\dagger u$, and with $H$ acting to the left gives $\overline c\,u^\dagger u$. Since $u^\dagger u\neq0$, $c$ is real. Put $a=c$; then $\mu=a-b$.

**Time dependence.** The von Neumann equation $\dot\rho=-i(H\rho-\rho H)$ for the density matrix $\rho$ becomes $\dot w=-iLw$ for $w=\mathrm{vec}(\rho)$. For $w(t)=e^{-i(a-b)t}\,u\otimes\overline v$,

$$\dot w(t)=-i(a-b)\,w(t)=-iL\,w(t).$$

For $a\neq b$ and nonzero $u,v$ the matrix $uv^\dagger$ is not Hermitian, so this solution is not a density matrix by itself. It can occur as one term of a density matrix, for example that of a superposition of $u$ and $v$.

## Flattening and the Liouvillian in Lean

The finite type `n` labels the orthonormal basis, and pairs in `n × n` label the entries of a flattened matrix.

```lean
import Mathlib

open Matrix
open scoped Kronecker ComplexOrder

namespace LiouvillianBohrFrequencies

noncomputable section

variable {n : Type*} [Fintype n] [DecidableEq n]
```

The flattening convention is fixed by one definition. The first component of the pair is the row index and the second is the column index.

```lean
/-- Row-major vectorisation: the entry of the vector at the pair (i, j) is X i j. -/
def vecRow (X : Matrix n n ℂ) : n × n → ℂ := fun p => X p.1 p.2
```

In the Liouvillian, `⊗ₖ` is the Kronecker product and `Hᵀ` is the plain transpose, without complex conjugation. The factor $-i$ is left out of the definition and appears only in the equation of motion.

```lean
/-- The Liouvillian matrix H⊗1 - 1⊗Hᵀ on the doubled space. -/
def liouvillian (H : Matrix n n ℂ) : Matrix (n × n) (n × n) ℂ :=
  H ⊗ₖ (1 : Matrix n n ℂ) - (1 : Matrix n n ℂ) ⊗ₖ Hᵀ
```

The product vector $u\otimes\overline v$ is called `coherence`, where `star` on a complex number is conjugation. The definition also admits $u=v$; if $u$ is then an eigenvector of $H$, the flattened matrix $uu^\dagger$ is constant in time and has frequency zero. Neither $u$ nor $v$ has to be normalised.

```lean
/-- The product vector u⊗conj(v), with entries u i * conj (v j). -/
def coherence (u v : n → ℂ) : n × n → ℂ := fun p => u p.1 * star (v p.2)
```

## The action of $L$ as a commutator

The first theorem is the index calculation above, with `*ᵥ` for a matrix acting on a vector. The `simp only` call expands both sides into double sums, `Finset.sum_comm` exchanges the sums over $k$ and $l$, and `ring` reorders the three factors in each term.

```lean
omit [DecidableEq n] in
/-- A Kronecker product acts on a vectorised matrix by multiplication from both sides:
(A⊗B) vec(X) = vec(A X Bᵀ). -/
theorem kronecker_mulVec_vecRow (A B X : Matrix n n ℂ) :
    (A ⊗ₖ B) *ᵥ vecRow X = vecRow (A * X * Bᵀ) := by
  ext ⟨i, j⟩
  simp only [Matrix.mulVec, dotProduct, Fintype.sum_prod_type, Matrix.kroneckerMap_apply,
    vecRow, Matrix.mul_apply, Matrix.transpose_apply, Finset.sum_mul]
  rw [Finset.sum_comm]
  exact Finset.sum_congr rfl fun l _ => Finset.sum_congr rfl fun k _ => by ring
```

The commutator form follows by applying this theorem to each half of $L$. As in the derivation by hand, `H` is an arbitrary square complex matrix here.

```lean
/-- The Liouvillian acts on a vectorised matrix as the commutator with H. -/
theorem liouvillian_mulVec_vecRow (H X : Matrix n n ℂ) :
    liouvillian H *ᵥ vecRow X = vecRow (H * X - X * H) := by
  rw [liouvillian, Matrix.sub_mulVec, kronecker_mulVec_vecRow, kronecker_mulVec_vecRow]
  simp only [Matrix.transpose_one, mul_one, one_mul, Matrix.transpose_transpose]
  rfl
```

## Bohr frequencies from pairs of eigenvectors

In the next theorem `hH : H.IsHermitian` says that $H^\dagger=H$. The energies `a` and `b` are real by type and are converted to complex numbers where they multiply vectors. The vectors may be zero, so the statement is about the eigenvalue equation, and nonvanishing is dealt with later.

The intermediate statement `hbra` is $v^\dagger H=b\,v^\dagger$, with `ᵥ*` for a row vector acting from the left. It comes from the adjoint of $Hv$ together with Hermiticity. The proof then identifies `coherence u v` with the flattened matrix $uv^\dagger$, which Mathlib writes as `Matrix.vecMulVec u (star v)`, and lets $H$ act on each side.

```lean
/-- If Hu = au and Hv = bv for a Hermitian H and real a, b, then u⊗conj(v) satisfies the eigenvalue
equation of the Liouvillian with the value a - b. -/
theorem liouvillian_coherence {H : Matrix n n ℂ} (hH : H.IsHermitian) {u v : n → ℂ} {a b : ℝ}
    (hu : H *ᵥ u = (a : ℂ) • u) (hv : H *ᵥ v = (b : ℂ) • v) :
    liouvillian H *ᵥ coherence u v = ((a : ℂ) - b) • coherence u v := by
  -- the bra of v satisfies the left eigenvalue equation of H
  have hbra : star v ᵥ* H = (b : ℂ) • star v := by
    have h := Matrix.star_mulVec H v
    rw [hH.eq, hv] at h
    rw [← h]
    ext i
    simp
  have hvec : coherence u v = vecRow (Matrix.vecMulVec u (star v)) := rfl
  rw [hvec, liouvillian_mulVec_vecRow, Matrix.mul_vecMulVec, Matrix.vecMulVec_mul, hu, hbra]
  ext p
  simp only [vecRow, Matrix.sub_apply, Matrix.vecMulVec_apply, Pi.smul_apply, smul_eq_mul]
  ring
```

## Energy shifts and real eigenvalues

The converse needs two lemmas. The first says that if $HX-XH=\mu X$ and $Hv=bv$, then $H(Xv)=(\mu+b)Xv$; the vector $Xv$ may be zero. It requires neither Hermiticity nor real `μ` and `b`, and its proof substitutes $HX=\mu X+XH$ and lets both terms act on $v$.

```lean
omit [DecidableEq n] in
/-- If HX - XH = μX and Hv = bv, then H(Xv) = (μ + b)Xv. -/
theorem energy_shift {H X : Matrix n n ℂ} {μ b : ℂ} {v : n → ℂ}
    (hX : H * X - X * H = μ • X) (hv : H *ᵥ v = b • v) :
    H *ᵥ (X *ᵥ v) = (μ + b) • (X *ᵥ v) := by
  have h : H * X = μ • X + X * H := sub_eq_iff_eq_add.mp hX
  rw [Matrix.mulVec_mulVec, h, Matrix.add_mulVec, Matrix.smul_mulVec,
    ← Matrix.mulVec_mulVec, hv, Matrix.mulVec_smul, add_smul]
```

The second lemma is the familiar reality of Hermitian eigenvalues, in the form $\operatorname{Re}c=c$. `Matrix.dotProduct_mulVec` moves $H$ from the ket to the bra, which gives $c\,u^\dagger u=\overline c\,u^\dagger u$, and the nonzero factor $u^\dagger u$ is cancelled.

```lean
omit [DecidableEq n] in
/-- An eigenvalue of a Hermitian matrix equals its real part. -/
theorem hermitian_eigenvalue_real {H : Matrix n n ℂ} (hH : H.IsHermitian) {u : n → ℂ} {c : ℂ}
    (hu0 : u ≠ 0) (hu : H *ᵥ u = c • u) : (c.re : ℂ) = c := by
  have hbra : star u ᵥ* H = star c • star u := by
    have h := Matrix.star_mulVec H u
    rw [hH.eq, hu] at h
    rw [← h]
    ext i
    simp
  -- evaluate u†Hu in two ways
  have h := Matrix.dotProduct_mulVec (star u) H u
  rw [hu, hbra, dotProduct_smul, smul_dotProduct, smul_eq_mul, smul_eq_mul] at h
  have hN : star u ⬝ᵥ u ≠ 0 := fun h0 => hu0 (dotProduct_star_self_eq_zero.mp h0)
  exact Complex.conj_eq_iff_re.mp (mul_right_cancel₀ hN h).symm
```

## The full set of eigenvalues

The main theorem reads: for Hermitian $H$ and any complex $\mu$, there is a nonzero $w$ with $Lw=\mu w$ if and only if there are real $a,b$ and nonzero $u,v$ with $Hu=au$, $Hv=bv$ and $\mu=a-b$. In particular every eigenvalue of $L$ is real. The theorem identifies the set of eigenvalues and leaves their multiplicities open.

```lean
/-- For a Hermitian H, the eigenvalues of the Liouvillian are exactly the differences a - b
of eigenvalues of H. -/
theorem liouvillian_eigenvalue_iff {H : Matrix n n ℂ} (hH : H.IsHermitian) (μ : ℂ) :
    (∃ w : n × n → ℂ, w ≠ 0 ∧ liouvillian H *ᵥ w = μ • w) ↔
      ∃ (a b : ℝ) (u v : n → ℂ), u ≠ 0 ∧ v ≠ 0 ∧
        H *ᵥ u = (a : ℂ) • u ∧ H *ᵥ v = (b : ℂ) • v ∧ μ = (a : ℂ) - b := by
  constructor
  · rintro ⟨w, hw0, hw⟩
    -- reshape the eigenvector into a matrix
    let X : Matrix n n ℂ := Matrix.of fun i j => w (i, j)
    have hwX : vecRow X = w := rfl
    have hX : H * X - X * H = μ • X := by
      rw [← hwX, liouvillian_mulVec_vecRow] at hw
      ext i j
      exact congrFun hw (i, j)
    -- X cannot annihilate the whole eigenbasis of H
    have hex : ∃ j, X *ᵥ (hH.eigenvectorBasis j).ofLp ≠ 0 := by
      by_contra hcon
      push Not at hcon
      have hlin : X.mulVecLin ∘ₗ (WithLp.linearEquiv 2 ℂ (n → ℂ)).toLinearMap = 0 := by
        refine hH.eigenvectorBasis.toBasis.ext fun j => ?_
        rw [OrthonormalBasis.coe_toBasis]
        exact hcon j
      have hall : ∀ y : n → ℂ, X *ᵥ y = 0 := fun y =>
        LinearMap.congr_fun hlin (WithLp.toLp 2 y)
      apply hw0
      ext ⟨i, j⟩
      have h := congrFun (hall (Pi.single j 1)) i
      rw [Matrix.mulVec_single_one] at h
      exact h
    obtain ⟨j, hj⟩ := hex
    have hv : H *ᵥ (hH.eigenvectorBasis j).ofLp =
        (hH.eigenvalues j : ℂ) • (hH.eigenvectorBasis j).ofLp := by
      rw [hH.mulVec_eigenvectorBasis j]
      ext i
      simp
    have hu := energy_shift hX hv
    have hre := hermitian_eigenvalue_real hH hj hu
    refine ⟨(μ + (hH.eigenvalues j : ℂ)).re, hH.eigenvalues j, _, _, hj, ?_, ?_, hv, ?_⟩
    · intro h0
      exact hj (by rw [h0, Matrix.mulVec_zero])
    · rw [hre]
      exact hu
    · rw [hre]
      ring
  · rintro ⟨a, b, u, v, hu0, hv0, hu, hv, rfl⟩
    refine ⟨coherence u v, ?_, liouvillian_coherence hH hu hv⟩
    obtain ⟨i, hi⟩ := Function.ne_iff.mp hu0
    obtain ⟨j, hj⟩ := Function.ne_iff.mp hv0
    intro h0
    exact mul_ne_zero hi (star_ne_zero.mpr hj) (congrFun h0 (i, j))
```

The first half of the proof follows the converse by hand. The eigenvector `w` is reshaped into `X`, a basis vector with nonzero image is found, and `energy_shift` makes that image an eigenvector of $H$. The number supplied for `a` is the real part of $\mu+b$, which `hermitian_eigenvalue_real` shows to be $\mu+b$ itself. The vector $v$ is nonzero because $Xv$ is. The second half uses `coherence u v` and exhibits a nonzero entry.

The proof turns on the step `hex`, which says that $X$ cannot annihilate the whole eigenbasis. Mathlib's spectral theorem supplies `hH.eigenvectorBasis`, an orthonormal basis of eigenvectors, and the extensionality principle `toBasis.ext` says that two linear maps which agree on a basis are equal. Here one map is multiplication by $X$ and the other is zero.

The types need some care. The eigenbasis lives in Mathlib's Euclidean space, which carries the inner product, whereas `*ᵥ` acts on plain functions `n → ℂ`. The two kinds of vector have the same entries, and `.ofLp` passes from the first to the second. The proof therefore composes `X.mulVecLin` with the linear equivalence `WithLp.linearEquiv 2 ℂ (n → ℂ)`, so that the map to be compared with zero starts from the space in which the basis lives. Once this composite is known to vanish, $Xy=0$ for every plain vector $y$. Choosing the standard unit vectors for $y$ shows that every column of $X$ is zero, which contradicts $w\neq0$.

## The oscillating solution

The last theorem states the equation of motion through `HasDerivAt`: at each real time `t`, the function $s\mapsto e^{-i(a-b)s}\,u\otimes\overline v$ has derivative $-iL$ applied to its value at $t$. The auxiliary statement `key` differentiates $e^{cs}$ for a complex constant $c$, and `liouvillian_coherence` turns the action of $L$ into multiplication by $a-b$.

```lean
/-- For eigenvectors u, v of a Hermitian H with energies a, b, the vector
exp(-i(a - b)t) u⊗conj(v) solves the vectorised von Neumann equation (with ħ = 1). -/
theorem coherence_evolution {H : Matrix n n ℂ} (hH : H.IsHermitian) {u v : n → ℂ} {a b : ℝ}
    (hu : H *ᵥ u = (a : ℂ) • u) (hv : H *ᵥ v = (b : ℂ) • v) (t : ℝ) :
    HasDerivAt (fun s : ℝ => Complex.exp (-Complex.I * ((a : ℂ) - b) * s) • coherence u v)
      (-Complex.I • (liouvillian H *ᵥ
        (Complex.exp (-Complex.I * ((a : ℂ) - b) * t) • coherence u v))) t := by
  have key : ∀ c : ℂ, HasDerivAt (fun s : ℝ => Complex.exp (c * s))
      (Complex.exp (c * t) * c) t := by
    intro c
    have h := ((hasDerivAt_id t).ofReal_comp).const_mul c
    simpa using h.cexp
  refine ((key (-Complex.I * ((a : ℂ) - b))).smul_const (coherence u v)).congr_deriv ?_
  rw [Matrix.mulVec_smul, liouvillian_coherence hH hu hv, smul_smul, smul_smul]
  congr 1
  ring

end

end LiouvillianBohrFrequencies
```

```lean
#print axioms LiouvillianBohrFrequencies.liouvillian_eigenvalue_iff
-- 'LiouvillianBohrFrequencies.liouvillian_eigenvalue_iff' depends on axioms: [propext, Classical.choice, Quot.sound]
#print axioms LiouvillianBohrFrequencies.coherence_evolution
-- 'LiouvillianBohrFrequencies.coherence_evolution' depends on axioms: [propext, Classical.choice, Quot.sound]
```

The theorem provides a solution for each pair of eigenvectors and makes no statement about uniqueness. The model is a closed system with a fixed Hamiltonian; dissipative terms, driving and infinite-dimensional spaces lie beyond it.

## Checking a Liouvillian in NumPy

NumPy flattens arrays in row-major order by default, so the formulas carry over directly. With `H` a Hermitian array and `k`, `l` two valid level indices:

```python
E, V = np.linalg.eigh(H)
I = np.eye(len(H))
L = np.kron(H, I) - np.kron(I, H.T)
w = np.kron(V[:, k], V[:, l].conj())
assert np.allclose(L @ w, (E[k] - E[l]) * w)
```

The last line tests more than a comparison of eigenvalues would. Suppose that `H.T` is replaced by `H.conj().T`, which for a Hermitian array is `H` itself. The resulting matrix $H\otimes1-1\otimes H$ has eigenvectors $u\otimes v$ and the same list of energy differences, so its spectrum looks right. If `H` has an entry that is not real, however, this matrix does not generate the commutator: it sends $X$ to $HX-XH^T$. The test on `w` can expose this, though it may pass for some pairs `k`, `l`, so it should be run over all of them.

In a language that flattens by columns, the two factors change places and the Liouvillian reads $1\otimes H-H^T\otimes1$. The frequencies are the same, but the entries of each eigenvector are ordered differently.

For propagation, the large matrix can be avoided altogether. Transform the initial density matrix to the eigenbasis of $H$, multiply its entry $(k,l)$ by $e^{-i(E_k-E_l)t}$, and transform back.
